# A lattice uncertainty relation for finitely supported states on an infinite chain

Let $w(R)$, $R\in\mathbb Z$, be complex amplitudes that vanish at all but finitely many sites, and let $c$ be any real number. Then

$$\Big(\operatorname{Re}\sum_R \overline{w(R)}\,w(R+1)\Big)^2 \le \sum_R (R-c)^2|w(R)|^2\;\sum_R |w(R+1)-w(R-1)|^2 .$$

This is a special case of a bound with several orbitals per cell. Let $w(R)$ be a vector in a complex inner-product space $E$, again nonzero on finitely many cells, with $\langle\cdot,\cdot\rangle$ conjugate-linear in the first slot. Fix an integer hopping range $n$ and a complex hopping amplitude $t$, whose phase can carry a uniform vector potential. Define

$$N=\sum_R\|w(R)\|^2,\qquad \Omega_c=\sum_R (R-c)^2\|w(R)\|^2,\qquad A_n=\sum_R\langle w(R),w(R+n)\rangle,$$

$$(Jw)(R)=t\,w(R+n)-\bar t\,w(R-n),\qquad \|Jw\|^2=\sum_R\|(Jw)(R)\|^2 .$$

The results are

$$\big(n\operatorname{Re}(tA_n)\big)^2\le \Omega_c\,\|Jw\|^2,\tag{1}$$

$$\|Jw\|^2=2|t|^2N-2\operatorname{Re}(t^2A_{2n}),\tag{2}$$

$$n^2|A_n|^2\le 4N\,\Omega_c.\tag{3}$$

The state need not be normalised. For $N>0$ put $\sigma_c^2=\Omega_c/N$ and $a_n=A_n/N$. Then (1) with (2) reads $n^2\operatorname{Re}(ta_n)^2\le\sigma_c^2\,\big(2|t|^2-2\operatorname{Re}(t^2a_{2n})\big)$, and (3) reads $\sigma_c^2\ge n^2|a_n|^2/4$.

## Consistency checks in tight-binding and wave-packet codes

For one particle on a one-dimensional chain of mutually orthogonal cells, with unit lattice constant and $\hbar=1$, the hopping term $(Hw)(R)=t\,w(R+n)+\bar t\,w(R-n)$ has $\langle w,Hw\rangle=2\operatorname{Re}(tA_n)$. With $X$ the operator that multiplies by $R$, its commutators are $[H,X]=nJ$ and $[X,J]=-nH$, so $inJ$ is the velocity operator of that term. Inequality (1) therefore has the shape of Robertson's relation for $X$ and $iJ$, except that the second factor is the full second moment $\|Jw\|^2$ and the mean of $iJ$ is not subtracted.

A code that propagates a single-particle packet on a finite array with open ends and reports its spread, together with the energy and the mean squared velocity that belong to this one hopping term, can test (1) at every step; (2) and (3) also need the overlaps $A_{2n}$ and $A_n$, which are computed from the same amplitudes. Interchanging $t$ and $\bar t$ in $J$, reversing the shift in only one of $J$ and $A_{2n}$, or conjugating the wrong slot in $A_{2n}$ makes the two sides of (2) differ by $4|\operatorname{Im}(t^2)\operatorname{Im}(A_{2n})|$. Such an error therefore shows only when neither $t^2$ nor $A_{2n}$ is real, and a shift reversed in both places does not show at all. Identity (2) compares two independent evaluations of one number. It requires $Jw$ to be summed over all sites it reaches, including the $|n|$ sites beyond each end of the support. For $w(0)=w(1)=1/\sqrt2$, $c=1/2$ and $t=n=1$, one has $N=1$, $\Omega_c=1/4$, $A_1=1/2$, $A_2=0$ and $\|Jw\|^2=2$, so (1) reads $1/4\le1/2$. A sum over sites $0$ and $1$ alone gives $1$ in place of $2$.

Bound (3) is a lower bound on the spread that is unchanged by a linear phase twist: $w(R)\to e^{i\theta R}w(R)$ with real $\theta$ multiplies $A_n$ by $e^{i\theta n}$ and leaves $N$, $\Omega_c$ and $|A_n|$ unchanged. Other site-dependent phases can change it: amplitudes $(1,1,1)$ on three adjacent sites give $A_1=2$, while $(1,1,-1)$ give $A_1=0$ with the same $N$ and $\Omega_c$. For a state orthogonal to all its translates, as an orthonormal Wannier function is, $A_n=0$ for $n\ne0$ and both (1) and (3) carry no information. They have content for wave packets and for localised orbitals that overlap their translates.

## Index shift and Cauchy–Schwarz

Write $(X_cw)(R)=(R-c)\,w(R)$, so that $\|X_cw\|^2=\Omega_c$, and let $z_R=\langle w(R),w(R+n)\rangle$, so that $A_n=\sum_R z_R$. Since $R-c$ is real,

$$\langle X_cw,Jw\rangle=\sum_R (R-c)\,t\,z_R-\sum_R (R-c)\,\bar t\,\langle w(R),w(R-n)\rangle .$$

In the second sum replace $R$ by $R+n$. Its term becomes $(R+n-c)\,\bar t\,\langle w(R+n),w(R)\rangle=(R+n-c)\,\overline{t z_R}$. Both sums now run over the bonds $(R,R+n)$. A number and its conjugate have the same real part, so each bond contributes

$$\big[(R-c)-(R+n-c)\big]\operatorname{Re}(tz_R)=-n\operatorname{Re}(tz_R),$$

in which $c$ has cancelled. Summing over $R$ gives

$$\operatorname{Re}\langle X_cw,Jw\rangle=-n\operatorname{Re}(tA_n).\tag{4}$$

For two finitely supported states $u$ and $v$, the triangle inequality, Cauchy–Schwarz in $E$ and Cauchy–Schwarz for real sequences give in turn

$$\Big|\sum_R\langle u(R),v(R)\rangle\Big|^2\le\Big(\sum_R\|u(R)\|\,\|v(R)\|\Big)^2\le\sum_R\|u(R)\|^2\,\sum_R\|v(R)\|^2 .$$

Taking $u=X_cw$ and $v=Jw$, and using $(\operatorname{Re}z)^2\le|z|^2$ for complex $z$, turns (4) into (1). Setting $E=\mathbb C$ and $t=n=1$ gives the opening inequality.

For (2), expand the square on each site. The factor $\bar t$ leaves the first slot of the inner product as $t$, so the cross term carries $t^2$:

$$\|(Jw)(R)\|^2=|t|^2\|w(R+n)\|^2+|t|^2\|w(R-n)\|^2-2\operatorname{Re}\big(t^2\langle w(R-n),w(R+n)\rangle\big).$$

Shifting the index turns each of the first two sums into $|t|^2N$ and the third into $2\operatorname{Re}(t^2A_{2n})$.

For (3), choose $t=\overline{A_n}$, so that $tA_n=|A_n|^2$. Cauchy–Schwarz applied to $w$ and its translate by $2n$ gives $|A_{2n}|\le N$, hence $-\operatorname{Re}(t^2A_{2n})\le|A_n|^2N$, and (2) yields $\|Jw\|^2\le4|A_n|^2N$. Then (1) becomes $n^2|A_n|^4\le4|A_n|^2N\,\Omega_c$. If $A_n\neq0$, division by $|A_n|^2$ gives (3). If $A_n=0$, the left side of (3) is zero and the right side is non-negative.

## States as functions on the integers in Lean

A state is a function `w : ℤ → E`, where `E` is a complex inner-product space of any dimension that holds the orbital amplitudes of one cell. The only hypothesis on the state is `(support w).Finite`. The definitions `weight`, `spread`, `position`, `current` and `overlap` are $N$, $\Omega_c$, $X_c$, $J$ and $A_n$, and `weight (current t n w)` is $\|Jw\|^2$. Mathlib's `⟪w R, w (R + n)⟫_ℂ` is conjugate-linear in its first argument, as in Dirac notation. Lattice sums are written `∑'`, which returns zero for a divergent series; finite support makes every sum in the theorems an ordinary finite one. The theorems `lattice_uncertainty`, `weight_current` and `overlap_le_spread` are (1), (2) and (3) for every real `c`, complex `t` and integer `n`, and `lattice_uncertainty_scalar` is the opening inequality with all sums written out.

```lean
import Mathlib

open Function ComplexConjugate
open scoped InnerProductSpace

namespace LatticeUncertainty

noncomputable section

variable {E : Type*} [NormedAddCommGroup E] [InnerProductSpace ℂ E]

/-- Squared norm `∑ ‖w(R)‖²` of a lattice state. -/
def weight (w : ℤ → E) : ℝ := ∑' R, ‖w R‖ ^ 2

/-- Second moment `∑ (R - c)² ‖w(R)‖²` of a lattice state about the point `c`. -/
def spread (c : ℝ) (w : ℤ → E) : ℝ := ∑' R : ℤ, ((R : ℝ) - c) ^ 2 * ‖w R‖ ^ 2

/-- Position operator measured from `c`: `(R - c) w(R)`. -/
def position (c : ℝ) (w : ℤ → E) (R : ℤ) : E := (((R : ℝ) - c : ℝ) : ℂ) • w R

/-- Antisymmetric hopping of range `n` and amplitude `t`: `t w(R+n) - conj(t) w(R-n)`. -/
def current (t : ℂ) (n : ℤ) (w : ℤ → E) (R : ℤ) : E := t • w (R + n) - conj t • w (R - n)

/-- Overlap `∑ ⟨w(R), w(R+n)⟩` of a state with its translate by `n` sites. -/
def overlap (n : ℤ) (w : ℤ → E) : ℂ := ∑' R, ⟪w R, w (R + n)⟫_ℂ

/-- The translate of a finitely supported state is finitely supported. -/
theorem finite_support_shift {G : Type*} [Zero G] {w : ℤ → G} (hw : (support w).Finite)
    (k : ℤ) : (support fun R => w (R + k)).Finite :=
  (hw.image fun R => R - k).subset fun R hR => ⟨R + k, hR, by simp⟩

/-- A lattice sum whose terms vanish wherever a finitely supported state vanishes converges. -/
theorem summable_of_vanish {G F : Type*} [Zero G] [AddCommMonoid F] [TopologicalSpace F]
    {u : ℤ → G} (hu : (support u).Finite) (f : ℤ → F) (hf : ∀ R, u R = 0 → f R = 0) :
    Summable f := by
  have h : ∀ R ∉ hu.toFinset, f R = 0 := fun R hR => hf R (by simpa using hR)
  exact summable_of_ne_finset_zero h

/-- Cauchy-Schwarz inequality for finitely supported lattice states. -/
theorem cauchy_schwarz {u v : ℤ → E} (hu : (support u).Finite) (hv : (support v).Finite) :
    ‖∑' R, ⟪u R, v R⟫_ℂ‖ ^ 2 ≤ weight u * weight v := by
  obtain ⟨S, h0⟩ : ∃ S : Finset ℤ, ∀ R ∉ S, u R = 0 ∧ v R = 0 :=
    ⟨hu.toFinset ∪ hv.toFinset, fun R hR => by simpa using hR⟩
  have e1 : ∑' R, ⟪u R, v R⟫_ℂ = ∑ R ∈ S, ⟪u R, v R⟫_ℂ :=
    tsum_eq_sum fun R hR => by simp [(h0 R hR).1]
  have e2 : weight u = ∑ R ∈ S, ‖u R‖ ^ 2 := by
    unfold weight
    exact tsum_eq_sum fun R hR => by simp [(h0 R hR).1]
  have e3 : weight v = ∑ R ∈ S, ‖v R‖ ^ 2 := by
    unfold weight
    exact tsum_eq_sum fun R hR => by simp [(h0 R hR).2]
  rw [e1, e2, e3]
  calc ‖∑ R ∈ S, ⟪u R, v R⟫_ℂ‖ ^ 2 ≤ (∑ R ∈ S, ‖u R‖ * ‖v R‖) ^ 2 :=
        pow_le_pow_left₀ (norm_nonneg _) ((norm_sum_le _ _).trans
          (Finset.sum_le_sum fun R _ => norm_inner_le_norm _ _)) 2
    _ ≤ _ := Finset.sum_mul_sq_le_sq_mul_sq S _ _

/-- The real part of `⟨(X - c) w, J w⟩` equals `-n Re(t A_n)`, with `A_n` the overlap of `w`
with its translate by `n` sites. -/
theorem re_position_current {w : ℤ → E} (hw : (support w).Finite) (c : ℝ) (t : ℂ) (n : ℤ) :
    (∑' R, ⟪position c w R, current t n w R⟫_ℂ).re = -(n : ℝ) * (t * overlap n w).re := by
  let a : ℤ → ℂ := fun R => (((R : ℝ) - c : ℝ) : ℂ) * (t * ⟪w R, w (R + n)⟫_ℂ)
  let b : ℤ → ℂ := fun R => (((R : ℝ) - c : ℝ) : ℂ) * (conj t * ⟪w R, w (R - n)⟫_ℂ)
  have ha : Summable a := summable_of_vanish hw _ fun R h => by simp [a, h]
  have hb : Summable b := summable_of_vanish hw _ fun R h => by simp [b, h]
  have hb' : Summable fun R => b (R + n) :=
    summable_of_vanish hw _ fun R h => by simp [b, h]
  have hg : Summable fun R => t * ⟪w R, w (R + n)⟫_ℂ :=
    summable_of_vanish hw _ fun R h => by simp [h]
  have hsplit : ∀ R, ⟪position c w R, current t n w R⟫_ℂ = a R - b R := by
    intro R
    simp only [position, current, a, b, inner_smul_left, inner_sub_right, inner_smul_right,
      Complex.conj_ofReal]
    ring
  -- shift the index of the backward term so that both terms live on the bond (R, R+n)
  have hshift : ∑' R, b R = ∑' R, b (R + n) := ((Equiv.addRight n).tsum_eq b).symm
  -- on each bond the positions differ by n and the centre c cancels
  have pt : ∀ R, (a R - b (R + n)).re = -(n : ℝ) * (t * ⟪w R, w (R + n)⟫_ℂ).re := by
    intro R
    have hc : ⟪w (R + n), w R⟫_ℂ = conj ⟪w R, w (R + n)⟫_ℂ := (inner_conj_symm _ _).symm
    simp only [a, b, add_sub_cancel_right, hc]
    generalize ⟪w R, w (R + n)⟫_ℂ = z
    simp only [Complex.sub_re, Complex.mul_re, Complex.mul_im, Complex.ofReal_re,
      Complex.ofReal_im, Complex.conj_re, Complex.conj_im]
    push_cast
    ring
  have ho : (t * overlap n w).re = ∑' R, (t * ⟪w R, w (R + n)⟫_ℂ).re := by
    rw [overlap, ← tsum_mul_left, Complex.re_tsum hg]
  rw [tsum_congr hsplit, ha.tsum_sub hb, hshift, ← ha.tsum_sub hb',
    Complex.re_tsum (ha.sub hb'), tsum_congr pt, ho, tsum_mul_left]

/-- Lattice uncertainty relation: `(n Re(t A_n))²` is at most the second moment about any
point `c` times the squared norm of `t w(R+n) - conj(t) w(R-n)`. -/
theorem lattice_uncertainty {w : ℤ → E} (hw : (support w).Finite) (c : ℝ) (t : ℂ) (n : ℤ) :
    ((n : ℝ) * (t * overlap n w).re) ^ 2 ≤ spread c w * weight (current t n w) := by
  have hp := finite_support_shift hw n
  have hm : (support fun R => w (R - n)).Finite := by
    simpa only [sub_eq_add_neg] using finite_support_shift hw (-n)
  have hX : (support (position c w)).Finite := by
    refine hw.subset fun R hR => mem_support.2 fun h => mem_support.1 hR ?_
    simp [position, h]
  have hJ : (support (current t n w)).Finite := by
    refine (hp.union hm).subset fun R hR => ?_
    by_contra h
    simp only [Set.mem_union, mem_support, not_or, ne_eq, not_not] at h
    exact mem_support.1 hR (by simp [current, h.1, h.2])
  have hsp : weight (position c w) = spread c w := by
    unfold weight spread
    refine tsum_congr fun R => ?_
    rw [position, norm_smul, mul_pow, Complex.norm_real, Real.norm_eq_abs, sq_abs]
  have hre : ∀ z : ℂ, z.re ^ 2 ≤ ‖z‖ ^ 2 := fun z => by
    rw [← sq_abs z.re]
    exact pow_le_pow_left₀ (abs_nonneg _) (Complex.abs_re_le_norm z) 2
  have h := (hre _).trans (cauchy_schwarz hX hJ)
  rw [re_position_current hw, hsp] at h
  calc _ = (-(n : ℝ) * (t * overlap n w).re) ^ 2 := by ring
    _ ≤ _ := h

/-- One orbital per site and nearest neighbours: `(Re ∑ conj w(R) w(R+1))²` is at most
`∑ (R - c)² |w(R)|²` times `∑ |w(R+1) - w(R-1)|²`. -/
theorem lattice_uncertainty_scalar {w : ℤ → ℂ} (hw : (support w).Finite) (c : ℝ) :
    (∑' R, conj (w R) * w (R + 1)).re ^ 2 ≤
      (∑' R : ℤ, ((R : ℝ) - c) ^ 2 * ‖w R‖ ^ 2) * ∑' R, ‖w (R + 1) - w (R - 1)‖ ^ 2 := by
  have h := lattice_uncertainty hw c 1 1
  have e : overlap 1 w = ∑' R, conj (w R) * w (R + 1) := by
    unfold overlap
    refine tsum_congr fun R => ?_
    rw [RCLike.inner_apply, mul_comm]
  rw [e] at h
  simpa only [spread, weight, current, map_one, one_smul, one_mul, Int.cast_one] using h

/-- The squared norm of `t w(R+n) - conj(t) w(R-n)` is `2 |t|² ‖w‖² - 2 Re(t² A_{2n})`. -/
theorem weight_current {w : ℤ → E} (hw : (support w).Finite) (t : ℂ) (n : ℤ) :
    weight (current t n w) = 2 * ‖t‖ ^ 2 * weight w - 2 * (t ^ 2 * overlap (2 * n) w).re := by
  have hp := finite_support_shift hw n
  have hm : (support fun R => w (R - n)).Finite := by
    simpa only [sub_eq_add_neg] using finite_support_shift hw (-n)
  let p : ℤ → ℝ := fun R => ‖w (R + n)‖ ^ 2
  let q : ℤ → ℝ := fun R => ‖w (R - n)‖ ^ 2
  let r : ℤ → ℝ := fun R => (t ^ 2 * ⟪w (R - n), w (R + n)⟫_ℂ).re
  have sp : Summable p := summable_of_vanish hp _ fun R h => by simp [p, h]
  have sq' : Summable q := summable_of_vanish hm _ fun R h => by simp [q, h]
  have sr : Summable r := summable_of_vanish hp _ fun R h => by simp [r, h]
  have hg : Summable fun R => t ^ 2 * ⟪w R, w (R + 2 * n)⟫_ℂ :=
    summable_of_vanish hw _ fun R h => by simp [h]
  have ht : ∀ z : ℂ, t * (t * z) = t ^ 2 * z := fun z => by ring
  have pt : ∀ R, ‖current t n w R‖ ^ 2 = ‖t‖ ^ 2 * p R + ‖t‖ ^ 2 * q R - 2 * r R := by
    intro R
    rw [current, norm_sub_rev, norm_sub_sq (𝕜 := ℂ), inner_smul_left, inner_smul_right,
      norm_smul, norm_smul]
    simp only [starRingEnd_self_apply, RCLike.re_to_complex, RCLike.norm_conj, ht, p, q, r]
    ring
  -- translation invariance of the three sums
  have s1 : ∑' R, p R = weight w := (Equiv.addRight n).tsum_eq fun R => ‖w R‖ ^ 2
  have s2 : ∑' R, q R = weight w := (Equiv.subRight n).tsum_eq fun R => ‖w R‖ ^ 2
  have s3 : ∑' R, r R = (t ^ 2 * overlap (2 * n) w).re := by
    have hs : ∑' R, r R = ∑' R, r (R + n) := ((Equiv.addRight n).tsum_eq r).symm
    rw [hs, overlap, ← tsum_mul_left, Complex.re_tsum hg]
    refine tsum_congr fun R => ?_
    simp only [r, add_sub_cancel_right, two_mul, add_assoc]
  have H := ((sp.hasSum.mul_left (‖t‖ ^ 2)).add (sq'.hasSum.mul_left (‖t‖ ^ 2))).sub
    (sr.hasSum.mul_left 2)
  calc weight (current t n w)
      = ‖t‖ ^ 2 * (∑' R, p R) + ‖t‖ ^ 2 * (∑' R, q R) - 2 * (∑' R, r R) :=
        (tsum_congr pt).trans H.tsum_eq
    _ = _ := by rw [s1, s2, s3]; ring

/-- Bound on the modulus of the overlap: `n² |A_n|²` is at most four times the squared norm
times the second moment about any point `c`. -/
theorem overlap_le_spread {w : ℤ → E} (hw : (support w).Finite) (c : ℝ) (n : ℤ) :
    (n : ℝ) ^ 2 * ‖overlap n w‖ ^ 2 ≤ 4 * weight w * spread c w := by
  have hN : 0 ≤ weight w := tsum_nonneg fun R => sq_nonneg _
  have hS : 0 ≤ spread c w := tsum_nonneg fun R => mul_nonneg (sq_nonneg _) (sq_nonneg _)
  have hB : ‖overlap (2 * n) w‖ ≤ weight w := by
    have h1 : ‖overlap (2 * n) w‖ ^ 2 ≤ weight w * weight fun R => w (R + 2 * n) :=
      cauchy_schwarz hw (finite_support_shift hw (2 * n))
    have h2 : (weight fun R => w (R + 2 * n)) = weight w :=
      (Equiv.addRight (2 * n)).tsum_eq fun R => ‖w R‖ ^ 2
    rw [h2] at h1
    by_contra h
    have h3 := not_le.1 h
    nlinarith
  -- choose the amplitude t = conj A_n, which makes t A_n real
  have h := lattice_uncertainty hw c (conj (overlap n w)) n
  rw [weight_current hw, RCLike.norm_conj] at h
  generalize overlap n w = A at h ⊢
  have hA : (conj A * A).re = ‖A‖ ^ 2 := by
    rw [mul_comm, Complex.mul_conj, Complex.ofReal_re, Complex.normSq_eq_norm_sq]
  rw [hA] at h
  have h4 := Complex.abs_re_le_norm (conj A ^ 2 * overlap (2 * n) w)
  rw [norm_mul, norm_pow, RCLike.norm_conj] at h4
  have h5 := (abs_le.1 h4).1
  have h6 := mul_le_mul_of_nonneg_left hB (sq_nonneg ‖A‖)
  have h7 : ((n : ℝ) * ‖A‖ ^ 2) ^ 2 ≤ spread c w * (4 * (‖A‖ ^ 2 * weight w)) :=
    h.trans (mul_le_mul_of_nonneg_left (by linarith) hS)
  rcases (sq_nonneg ‖A‖).eq_or_lt with h0 | hpos
  · rw [← h0, mul_zero]
    exact mul_nonneg (mul_nonneg (by norm_num) hN) hS
  · exact le_of_mul_le_mul_right (by nlinarith [h7]) hpos

end

end LatticeUncertainty
```

```lean
#print axioms LatticeUncertainty.lattice_uncertainty
-- 'LatticeUncertainty.lattice_uncertainty' depends on axioms: [propext, Classical.choice, Quot.sound]
#print axioms LatticeUncertainty.lattice_uncertainty_scalar
-- 'LatticeUncertainty.lattice_uncertainty_scalar' depends on axioms: [propext, Classical.choice, Quot.sound]
#print axioms LatticeUncertainty.overlap_le_spread
-- 'LatticeUncertainty.overlap_le_spread' depends on axioms: [propext, Classical.choice, Quot.sound]
```

## How the lemmas follow the algebra

`finite_support_shift` says that a translate of the state again has finite support, and `summable_of_vanish` says that a series converges if its terms vanish wherever such a state does. They justify every splitting of a sum and every exchange of the real part with a sum.

`cauchy_schwarz` reduces the three sums to one finite set `S`, the union of both supports, and then follows the chain of inequalities above, with `norm_sum_le`, `norm_inner_le_norm` and `Finset.sum_mul_sq_le_sq_mul_sq`.

`re_position_current` is (4). Its sequences `a` and `b` are the forward and backward terms, `hsplit` is the expansion of the inner product, and `hshift` is the substitution $R\to R+n$, made through the bijection `Equiv.addRight n`. In `pt`, `inner_conj_symm` writes the backward inner product as $\overline{z_R}$; after passing to real and imaginary parts, `ring` performs the cancellation of $c$.

`lattice_uncertainty` shows that $X_cw$ and $Jw$ have finite support (`hX`, `hJ`), identifies $\|X_cw\|^2$ with $\Omega_c$ (`hsp`), and chains `hre` with `cauchy_schwarz` before inserting (4). In `weight_current`, `pt` is the expansion on one site through `norm_sub_sq`, and `s1`, `s2`, `s3` are the three index shifts. In `overlap_le_spread`, `hB` is $|A_{2n}|\le N$, `h7` is the inequality before division, and the closing `rcases` separates $A_n=0$ from $A_n\ne0$.

## Finite support, rings, cell positions and rounding

The theorems hold for every finitely supported state, including $w=0$ and a single occupied site, and for negative $n$; at $n=0$ the left sides of (1) and (3) vanish. An array with open ends is covered once it is extended by zeros. States with infinite tails, such as exponentially decaying ones, are covered only after truncation, and no limit of truncations is taken.

Periodic boundary conditions are a different setting. On a ring the positions at the two ends of a bond no longer differ by $n$ where the bond crosses the seam, and step (4) fails. A constant state on a ring with $t=n=1$ has $Jw=0$ and $A_1=N$, which violates (1) when both are computed with wrapped indices.

The position is the cell index: every orbital of cell $R$ sits at $R$, and different cells are orthogonal. So $\Omega_c$ is not the spread of a real-space wavefunction, which also contains the positions and extent of the orbitals inside a cell. The lattice is one-dimensional, and $J$ belongs to one hopping range with a scalar amplitude, not to a matrix of inter-orbital hoppings or a sum over ranges. Nothing is stated about whether the constant $4$ in (3) is optimal or when equality holds. All statements concern exact arithmetic, so a floating-point check needs a tolerance. The commutator reading, the normalised forms, the phase twist, the remark on which errors (2) detects, the small numerical examples and the ring example accompany the theorems as elementary algebra and are not themselves statements in the file.
